# Schiff screening for finite matrices: the interaction i(QH − HQ) leaves an eigenvalue within order ε² of each unperturbed energy

Let $H$ and $Q$ be Hermitian operators on a finite-dimensional complex space, let $W=i(QH-HQ)$, and let $\psi$ be a unit eigenvector of $H$ with energy $E$, which may be degenerate. Then $\langle\psi,W\psi\rangle=0$, and for every real $\varepsilon$ the operator $H+\varepsilon W$ has an eigenvalue within $\varepsilon^2\lVert WQ\psi\rVert$ of $E$.

```lean
import Mathlib

open Module

namespace SchiffScreening

noncomputable section

/-- The dipole interaction `W = i (Q H - H Q)` built from a Hamiltonian `H` and a
displacement generator `Q`. -/
def dipoleInteraction {A : Type*} [Ring A] [Algebra ℂ A] (H Q : A) : A :=
  Complex.I • (Q * H - H * Q)

variable {V : Type*} [NormedAddCommGroup V] [InnerProductSpace ℂ V]

/-- The state `ψ + i ε Q ψ`, dressed to first order in the coupling `ε`. -/
def dressedState (Q : End ℂ V) (ε : ℝ) (ψ : V) : V :=
  ψ + (Complex.I * (ε : ℂ)) • Q ψ

/-- The action of the dipole interaction on a state. -/
lemma dipole_apply (H Q : End ℂ V) (x : V) :
    dipoleInteraction H Q x = Complex.I • (Q (H x) - H (Q x)) := rfl

/-- The dipole interaction of two Hermitian operators is Hermitian. -/
theorem dipole_symmetric {H Q : End ℂ V} (hH : LinearMap.IsSymmetric H)
    (hQ : LinearMap.IsSymmetric Q) :
    LinearMap.IsSymmetric (dipoleInteraction H Q) := by
  intro x y
  simp only [dipole_apply, inner_smul_left, inner_smul_right, inner_sub_left,
    inner_sub_right, Complex.conj_I]
  rw [hQ (H x) y, hH x (Q y), hH (Q x) y, hQ x (H y)]
  ring

/-- The dipole interaction has no matrix element between two states of the same
energy level. -/
theorem no_coupling_within_level {H : End ℂ V} (hH : LinearMap.IsSymmetric H)
    (Q : End ℂ V) {E : ℝ} {φ ψ : V} (hφ : H φ = (E : ℂ) • φ)
    (hψ : H ψ = (E : ℂ) • ψ) :
    inner ℂ φ (dipoleInteraction H Q ψ) = 0 := by
  rw [dipole_apply, hψ, map_smul, inner_smul_right, inner_sub_right, inner_smul_right,
    ← hH φ (Q ψ), hφ, inner_smul_left, Complex.conj_ofReal, sub_self, mul_zero]

/-- The dressed state solves the perturbed eigenvalue equation at the unperturbed
energy, up to the remainder `i ε² W Q ψ`. -/
theorem dressed_equation (H Q : End ℂ V) {E : ℝ} {ψ : V}
    (hψ : H ψ = (E : ℂ) • ψ) (ε : ℝ) :
    (H + (ε : ℂ) • dipoleInteraction H Q) (dressedState Q ε ψ)
      = (E : ℂ) • dressedState Q ε ψ
        + (Complex.I * (ε : ℂ) ^ 2) • dipoleInteraction H Q (Q ψ) := by
  have h1 : dipoleInteraction H Q ψ = Complex.I • ((E : ℂ) • Q ψ - H (Q ψ)) := by
    rw [dipole_apply, hψ, map_smul]
  simp only [dressedState, LinearMap.add_apply, LinearMap.smul_apply, map_add,
    map_smul, h1, hψ]
  module

/-- For an operator `D` that commutes with `Q`, the unnormalised expectation in the
dressed state has no term linear in the coupling. -/
theorem no_linear_response {Q D : End ℂ V} (hQ : LinearMap.IsSymmetric Q)
    (hD : Q * D = D * Q) (ε : ℝ) (ψ : V) :
    inner ℂ (dressedState Q ε ψ) (D (dressedState Q ε ψ))
      = inner ℂ ψ (D ψ) + (ε : ℂ) ^ 2 * inner ℂ (Q ψ) (D (Q ψ)) := by
  have hc : Q (D ψ) = D (Q ψ) := LinearMap.congr_fun hD ψ
  -- the two cross terms are equal, and enter with opposite signs
  have h : inner ℂ (Q ψ) (D ψ) = inner ℂ ψ (D (Q ψ)) := by
    rw [hQ ψ (D ψ), hc]
  simp only [dressedState, map_add, map_smul, inner_add_left, inner_add_right,
    inner_smul_left, inner_smul_right, map_mul, Complex.conj_I, Complex.conj_ofReal]
  linear_combination (-(Complex.I * (ε : ℂ))) * h
    - ((ε : ℂ) ^ 2 * inner ℂ (Q ψ) (D (Q ψ))) * Complex.I_sq

/-- The squared norm of the dressed state exceeds that of `ψ` by `ε² ‖Q ψ‖²`. -/
theorem dressed_norm_sq {Q : End ℂ V} (hQ : LinearMap.IsSymmetric Q) (ε : ℝ) (ψ : V) :
    ‖dressedState Q ε ψ‖ ^ 2 = ‖ψ‖ ^ 2 + ε ^ 2 * ‖Q ψ‖ ^ 2 := by
  have n : ∀ x : V, inner ℂ x x = ((‖x‖ ^ 2 : ℝ) : ℂ) := fun x =>
    (inner_self_eq_norm_sq_to_K x).trans (Complex.ofReal_pow ‖x‖ 2).symm
  have h := no_linear_response (D := 1) hQ (by rw [mul_one, one_mul]) ε ψ
  simp only [Module.End.one_apply, n] at h
  exact_mod_cast h

/-- A Hermitian operator has an eigenvalue whose distance from a trial energy, times
the norm of the trial state, is at most the norm of the residual. -/
theorem exists_eigenvalue_near [FiniteDimensional ℂ V] {T : End ℂ V}
    (hT : LinearMap.IsSymmetric T) {x : V} (hx : x ≠ 0) (E : ℝ) :
    ∃ μ : ℝ, ∃ φ : V, ‖φ‖ = 1 ∧ T φ = (μ : ℂ) • φ ∧
      |μ - E| * ‖x‖ ≤ ‖T x - (E : ℂ) • x‖ := by
  have key : ∃ (b : OrthonormalBasis (Fin (finrank ℂ V)) ℂ V)
      (l : Fin (finrank ℂ V) → ℝ), ∀ i, T (b i) = (l i : ℂ) • b i :=
    ⟨hT.eigenvectorBasis rfl, hT.eigenvalues rfl,
      fun i => hT.apply_eigenvectorBasis rfl i⟩
  obtain ⟨b, l, hb⟩ := key
  have : Nontrivial V := ⟨⟨x, 0, hx⟩⟩
  have : Nonempty (Fin (finrank ℂ V)) := ⟨⟨0, finrank_pos⟩⟩
  -- take the eigenvalue closest to the trial energy
  obtain ⟨i, hi⟩ := Finite.exists_min (fun i => |l i - E|)
  have par : ∀ y : V, ‖y‖ ^ 2 = ∑ j, ‖inner ℂ (b j) y‖ ^ 2 := by
    intro y
    rw [← b.repr.norm_map y, EuclideanSpace.norm_sq_eq]
    simp only [b.repr_apply_apply]
  have hc : ∀ j, inner ℂ (b j) (T x - (E : ℂ) • x)
      = ((l j - E : ℝ) : ℂ) * inner ℂ (b j) x := by
    intro j
    rw [inner_sub_right, inner_smul_right, ← hT (b j) x, hb, inner_smul_left,
      Complex.conj_ofReal]
    push_cast
    ring
  refine ⟨l i, b i, b.orthonormal.1 i, hb i, ?_⟩
  -- compare the squares component by component
  apply (sq_le_sq₀ (by positivity) (norm_nonneg _)).mp
  rw [mul_pow, par x, par (T x - (E : ℂ) • x), Finset.mul_sum]
  apply Finset.sum_le_sum
  intro j _
  rw [hc j, norm_mul, Complex.norm_real, Real.norm_eq_abs, mul_pow]
  exact mul_le_mul_of_nonneg_right
    (pow_le_pow_left₀ (abs_nonneg _) (hi j) 2) (sq_nonneg _)

/-- Schiff screening: the dipole interaction does not couple `ψ` to any state of its
own level, and for every coupling `ε` the perturbed Hamiltonian has an eigenvalue
within `ε² ‖W Q ψ‖` of the unperturbed energy. -/
theorem schiff_screening [FiniteDimensional ℂ V] {H Q : End ℂ V}
    (hH : LinearMap.IsSymmetric H) (hQ : LinearMap.IsSymmetric Q)
    {E : ℝ} {ψ : V} (hn : ‖ψ‖ = 1) (hψ : H ψ = (E : ℂ) • ψ) :
    (∀ φ : V, H φ = (E : ℂ) • φ → inner ℂ φ (dipoleInteraction H Q ψ) = 0) ∧
    ∀ ε : ℝ, ∃ μ : ℝ, ∃ φ : V, ‖φ‖ = 1 ∧
      (H + (ε : ℂ) • dipoleInteraction H Q) φ = (μ : ℂ) • φ ∧
      |μ - E| ≤ ε ^ 2 * ‖dipoleInteraction H Q (Q ψ)‖ := by
  refine ⟨fun φ hφ => no_coupling_within_level hH Q hφ hψ, fun ε => ?_⟩
  have hW := dipole_symmetric hH hQ
  have hT : LinearMap.IsSymmetric (H + (ε : ℂ) • dipoleInteraction H Q) := by
    intro x y
    simp only [LinearMap.add_apply, LinearMap.smul_apply, inner_add_left,
      inner_add_right, inner_smul_left, inner_smul_right, Complex.conj_ofReal]
    rw [hH x y, hW x y]
  -- the dressed state is at least as long as the unit vector ψ
  have hχ : 1 ≤ ‖dressedState Q ε ψ‖ := by
    have h := dressed_norm_sq hQ ε ψ
    rw [hn] at h
    have hs : 0 ≤ ε ^ 2 * ‖Q ψ‖ ^ 2 := by positivity
    nlinarith [norm_nonneg (dressedState Q ε ψ)]
  have h0 : dressedState Q ε ψ ≠ 0 := by
    intro h
    rw [h, norm_zero] at hχ
    linarith
  obtain ⟨μ, φ, h1, h2, h3⟩ := exists_eigenvalue_near hT h0 E
  refine ⟨μ, φ, h1, h2, ?_⟩
  have hI : ‖Complex.I * (ε : ℂ) ^ 2‖ = ε ^ 2 := by
    rw [norm_mul, Complex.norm_I, one_mul, norm_pow, Complex.norm_real,
      Real.norm_eq_abs, sq_abs]
  rw [dressed_equation H Q hψ ε, add_sub_cancel_left, norm_smul, hI] at h3
  exact (le_mul_of_one_le_right (abs_nonneg _) hχ).trans h3

/-- For the two-level system with `H = σz` and `Q = σx`, the secular determinant of
`H + ε W` is `μ² - (1 + 4 ε²)`. -/
theorem two_level_secular (ε : ℝ) (μ : ℂ) :
    (μ • (1 : Matrix (Fin 2) (Fin 2) ℂ) - (!![1, 0; 0, -1]
      + (ε : ℂ) • dipoleInteraction !![1, 0; 0, -1] !![0, 1; 1, 0])).det
      = μ ^ 2 - (1 + 4 * (ε : ℂ) ^ 2) := by
  have hW : dipoleInteraction (!![1, 0; 0, -1] : Matrix (Fin 2) (Fin 2) ℂ)
      !![0, 1; 1, 0] = !![0, -2 * Complex.I; 2 * Complex.I, 0] := by
    ext i j
    fin_cases i <;> fin_cases j <;>
      simp [dipoleInteraction] <;> ring
  rw [hW, Matrix.det_fin_two]
  simp
  linear_combination 4 * (ε : ℂ) ^ 2 * Complex.I_sq

end

end SchiffScreening
```

```lean
#print axioms SchiffScreening.schiff_screening
#print axioms SchiffScreening.two_level_secular
```

```
'SchiffScreening.schiff_screening' depends on axioms: [propext, Classical.choice, Quot.sound]
'SchiffScreening.two_level_secular' depends on axioms: [propext, Classical.choice, Quot.sound]
```

## Intrinsic dipoles as a commutator

Consider non-relativistic point particles with charges $q_k\neq0$, momenta $p_k$ and small intrinsic electric dipole moments $\varepsilon d_k$, taken as fixed vectors. Let $U$ be the full electrostatic potential energy of the charges, any applied field included, and let $H$ be the kinetic energy plus $U$, with no other interaction. The field $\mathcal E_k$ at particle $k$ satisfies $q_k\mathcal E_k=-\nabla_kU$. Since the kinetic energy commutes with $p_k$, we have $\nabla_kU=(i/\hbar)[p_k,H]$, and therefore

$$-\sum_k d_k\cdot\mathcal E_k=i[Q,H],\qquad Q=\sum_k\frac{d_k\cdot p_k}{\hbar q_k}.$$

This is the form that `dipoleInteraction` takes as its definition. The file starts from the commutator and does not derive it from electrostatics. What it proves is the algebraic core of Schiff's theorem for finite matrices, not the theorem for an atom with unbounded position and momentum operators.

The restriction to finite matrices matters in electronic-structure work. In a truncated basis, the matrix of $-\sum_k d_k\cdot\mathcal E_k$ need not equal $i(QH-HQ)$ formed from the truncated $Q$ and $H$, and a linear energy shift can then appear as a basis artefact.

## What `schiff_screening` states

The space `V` is a complex inner product space, and `End ℂ V` is the type of linear operators on it. `LinearMap.IsSymmetric H` says that $\langle Hx,y\rangle=\langle x,Hy\rangle$ for all $x,y$, which for a matrix in an orthonormal basis is Hermiticity. The inner product is conjugate-linear in its first argument. The energy `E` and the coupling `ε` are real numbers, cast to complex ones where they multiply vectors.

The first conclusion is stronger than a vanishing expectation value: $\langle\varphi,W\psi\rangle=0$ for every $\varphi$ with $H\varphi=E\varphi$. The choice $\varphi=\psi$ gives the expectation value, and the other choices show that $W$ does not directly couple states within a degenerate level. Mixing at second order, through other levels, is not excluded.

The second conclusion supplies, for each $\varepsilon$, a real $\mu$ and a unit vector $\varphi$ with $(H+\varepsilon W)\varphi=\mu\varphi$ and $|\mu-E|\le\varepsilon^2\lVert WQ\psi\rVert$. It places no limit on the size of $\varepsilon$. For a degenerate level it does not count eigenvalues: different choices of $\psi$ may yield the same $\mu$. Nor does it follow a particular eigenvalue continuously from $\varepsilon=0$.

## No matrix element within a level

Taking the adjoint gives $W^\dagger=-i(HQ-QH)=W$, so $W$ is Hermitian. `dipole_symmetric` obtains this by moving $H$ and $Q$ across the inner product one at a time.

If $H\varphi=E\varphi$ and $H\psi=E\psi$, then

$$\langle\varphi,W\psi\rangle=i\bigl(\langle\varphi,QH\psi\rangle-\langle H\varphi,Q\psi\rangle\bigr)=i(E-E)\langle\varphi,Q\psi\rangle=0.$$

The rewrites in `no_coupling_within_level` follow this line. They use that $H$ is Hermitian and ask nothing of $Q$.

## A trial state with a second-order error

Define the dressed state $\chi=\psi+i\varepsilon Q\psi$, which is `dressedState Q ε ψ`. Expanding gives

$$(H+\varepsilon W)\chi=H\psi+i\varepsilon HQ\psi+\varepsilon W\psi+i\varepsilon^2WQ\psi.$$

Because $W\psi=i(EQ\psi-HQ\psi)$, the two terms containing $HQ\psi$ cancel, and

$$(H+\varepsilon W)\chi=E\psi+i\varepsilon EQ\psi+i\varepsilon^2WQ\psi=E\chi+i\varepsilon^2WQ\psi.$$

In `dressed_equation`, `h1` is the formula for $W\psi$, and `module` collects the coefficients of the vectors.

The length of $\chi$ comes from a more general identity. For any operator $D$,

$$\langle\chi,D\chi\rangle=\langle\psi,D\psi\rangle+i\varepsilon\bigl(\langle\psi,DQ\psi\rangle-\langle Q\psi,D\psi\rangle\bigr)+\varepsilon^2\langle Q\psi,DQ\psi\rangle.$$

If $Q$ is Hermitian and $D$ commutes with $Q$, then $\langle Q\psi,D\psi\rangle=\langle\psi,QD\psi\rangle=\langle\psi,DQ\psi\rangle$, and the linear term vanishes. This is `no_linear_response`, whose step `h` is the equality of the two cross terms. With the momentum-type $Q$ above, the commutation condition holds for functions of the momenta. For the charge dipole $D=\sum_kq_kr_k$, where $r_k$ is the position of particle $k$, one finds $QD-DQ=-i\sum_kd_k$, so the condition fails unless the intrinsic moments sum to zero.

Setting $D=1$ gives `dressed_norm_sq`:

$$\lVert\chi\rVert^2=\lVert\psi\rVert^2+\varepsilon^2\lVert Q\psi\rVert^2.$$

For a unit vector $\psi$ this means $\lVert\chi\rVert\ge1$.

## From a small residual to an eigenvalue

Let $T$ be Hermitian, with orthonormal eigenvectors $b_j$ and eigenvalues $l_j$, and let $x\neq0$. The residual $r=Tx-Ex$ has components

$$\langle b_j,r\rangle=(l_j-E)\langle b_j,x\rangle.$$

Let $l_i$ be the eigenvalue closest to $E$. Then

$$\lVert r\rVert^2=\sum_j(l_j-E)^2|\langle b_j,x\rangle|^2\ge(l_i-E)^2\sum_j|\langle b_j,x\rangle|^2=(l_i-E)^2\lVert x\rVert^2,$$

so $|l_i-E|\,\lVert x\rVert\le\lVert r\rVert$. In `exists_eigenvalue_near`, `Finite.exists_min` picks $i$, `par` is the expansion of a squared norm in the eigenbasis, `hc` is the component formula, and `Finset.sum_le_sum` compares the sums term by term. Finite dimension enters here, through the eigenbasis.

The main theorem applies this to $T=H+\varepsilon W$ and $x=\chi$, where the residual is $i\varepsilon^2WQ\psi$:

$$|\mu-E|\le|\mu-E|\,\lVert\chi\rVert\le\varepsilon^2\lVert WQ\psi\rVert.$$

In the Lean proof, `hT` shows that $H+\varepsilon W$ is Hermitian, `hχ` is the bound $\lVert\chi\rVert\ge1$, and the last line chains the two inequalities.

## A two-level system that attains the second order

For $H=\sigma_z$ and $Q=\sigma_x$ the interaction is $W=2\sigma_y$. `two_level_secular` computes

$$\det\bigl(\mu-(H+\varepsilon W)\bigr)=\mu^2-(1+4\varepsilon^2).$$

The Lean proof finds the matrix of $W$ entry by entry and then expands the $2\times2$ determinant. The roots are $\mu=\pm\sqrt{1+4\varepsilon^2}$, so the upper level moves from $1$ by $\sqrt{1+4\varepsilon^2}-1\approx2\varepsilon^2$ for small $\varepsilon$. For the upper state $\lVert WQ\psi\rVert=2$, and the general bound is $2\varepsilon^2$. Screening removes the linear shift but leaves a quadratic one, and in this example the bound has the right leading coefficient.

## Without Hermiticity

If $H$ is not Hermitian, both conclusions can fail. Take

$$H=\begin{pmatrix}0&1\\0&0\end{pmatrix},\qquad Q=\sigma_x,\qquad \psi=\begin{pmatrix}1\\0\end{pmatrix},\qquad E=0.$$

Then $W=i\,\mathrm{diag}(-1,1)$ and $\langle\psi,W\psi\rangle=-i$. The eigenvalues of $H+\varepsilon W$ are $\mp i\varepsilon$, so for $\varepsilon\neq0$ none is real. Their distance from $E$ is $|\varepsilon|$, which for $0<|\varepsilon|<1$ exceeds $\varepsilon^2\lVert WQ\psi\rVert=\varepsilon^2$.

If only $Q$ fails to be Hermitian, the matrix elements within a level still vanish, but the eigenvalue bound can fail. With $H=\sigma_z$ and $Q=i\sigma_x$, the eigenvalues of $H+\varepsilon W$ satisfy $\mu^2=1-4\varepsilon^2$. At $\varepsilon=1/2$ the only eigenvalue is $0$, at distance $1$ from the upper level $E=1$, whereas $\varepsilon^2\lVert WQ\psi\rVert=1/2$.
